# Nonzero linear band splittings have levels of both signs when symmetry fixes no momentum direction

Let $q$ be the momentum measured from a degeneracy, in a finite-dimensional Euclidean space $E$, and let $V(q)$ be the first-order splitting: a Hermitian $m\times m$ matrix, real-linear in $q$. Suppose that each symmetry operation $g$ acts on momenta by a linear isometry $\rho_g$ and on the $m$ degenerate states by a unitary $D_g$, with

$$V(\rho_g q)=D_g\,V(q)\,D_g^\dagger ,$$

and that only $q=0$ is fixed by all the $\rho_g$. Then

$$\operatorname{tr}V(q)=0 ,$$

and wherever $V(q)\neq 0$ it has a negative and a positive eigenvalue. If a Hermitian $H$ satisfies $(H(tq)-E_0)/t\to V(q)\ne0$ as $t\to0^+$, then $H(tq)$ has levels below and above $E_0$ for all small $t>0$. The degeneracy is therefore not an edge of the $m$-band group taken as a whole. A single band can still have an extremum there, as the lower Dirac band does.

## Trace checks and band-edge searches

For non-interacting bands described by a finite effective Hamiltonian near a degeneracy whose unitary symmetries leave no nonzero $q$ fixed, the result gives a test of first-order $k\cdot p$ coefficients. Write $V(q)=\sum_a q_aV_a$ in Cartesian components. Each $V_a$ must be traceless, and since the trace does not depend on the basis, the test needs no gauge choice within the degenerate subspace. A trace that stays nonzero as the calculation is converged suggests a wrong symmetry assignment or an incomplete multiplet.

A band-edge search can use the second part. If some $V_a$ is nonzero, the group of bands extends both below and above $E_0$ near the point, so $E_0$ is neither its minimum nor its maximum.

## From invariance to zero trace

Let $f:E\to\mathbb R$ be linear with $f(\rho_gq)=f(q)$ for all $g$ and $q$. There is a vector $w$ with $f(q)=\langle w,q\rangle$. Invariance gives $\langle w,\rho_gw\rangle=f(\rho_g w)=f(w)=\|w\|^2$, hence

$$\|w-\rho_gw\|^2=\|w\|^2-2\|w\|^2+\|w\|^2=0 .$$

So $w$ is fixed by every operation, $w=0$, and $f=0$.

The trace is invariant in this sense, because

$$\operatorname{tr}V(\rho_gq)=\operatorname{tr}\big(D_gV(q)D_g^\dagger\big)=\operatorname{tr}\big(D_g^\dagger D_gV(q)\big)=\operatorname{tr}V(q).$$

Its real and imaginary parts are invariant real functionals, so both vanish.

In the smallest nontrivial case, $m=1$, zero trace means $V=0$: a nondegenerate band has no linear term at such a point. A nonzero splitting needs $m\ge2$.

## From zero trace to levels around $E_0$

Let $A$ be Hermitian, traceless and nonzero. If $x^\dagger Ax\ge0$ held for every $x$, all eigenvalues would be nonnegative with sum zero. They would all vanish, and so would $A$. Hence some $x$ has $x^\dagger Ax<0$. The same argument for $-A$ gives a $y$ with $y^\dagger Ay>0$. Both vectors are nonzero, and the normalised expectation value $x^\dagger Ax/x^\dagger x$ has the same sign as $x^\dagger Ax$.

If $x^\dagger(A-c)x<0$ for a real $c$, then $A-c$ has a negative eigenvalue, so $A$ has a level below $c$. A positive value likewise gives a level above $c$. Taking $A=V(q)$ and $c=0$ proves the statement about signs.

For $H$, choose $x$ and $y$ as above for $A=V(q)$. Expectation values in a fixed vector are continuous in the matrix, so for all small $t>0$

$$\frac{x^\dagger(H(tq)-E_0)x}{t}<0<\frac{y^\dagger(H(tq)-E_0)y}{t}.$$

Multiplying by $t$ keeps the signs, and $c=E_0$ gives the two levels.

## A Dirac point with a quadratic term

In dimensionless units take $V(q)=q_0\sigma_x+q_1\sigma_y$, with Pauli matrices $\sigma_x,\sigma_y$, and $H(q)=V(q)+2\|q\|^2\mathbb 1$, so that $E_0=0$. For $q=(3,4)$,

$$V(q)=\begin{pmatrix}0&3-4i\\3+4i&0\end{pmatrix}$$

has trace 0 and eigenvalues $\pm5$. The levels of $H(tq)$ are $50t^2\pm5t$. At $t=0.01$ they are $-0.045$ and $0.055$, on either side of $E_0$. At $t=0.1$ they are $0$ and $1$, so here "small" means $t<0.1$.

## Lean source for the trace and level theorems

```lean
import Mathlib

open Matrix Filter Topology
open scoped ComplexOrder

namespace LinearBandSplitting

noncomputable section

variable {S E m : Type*} [NormedAddCommGroup E] [InnerProductSpace ℝ E]
  [Fintype m] [DecidableEq m]

/-- The real number `e` is an energy level of the matrix `A`: it has a nonzero eigenvector. -/
def IsLevel (A : Matrix m m ℂ) (e : ℝ) : Prop :=
  ∃ v : m → ℂ, v ≠ 0 ∧ A *ᵥ v = (e : ℂ) • v

/-- The real part of the unnormalised expectation value of `A` in the state `x`. -/
def expect (A : Matrix m m ℂ) (x : m → ℂ) : ℝ := (star x ⬝ᵥ A *ᵥ x).re

/-- A Hermitian, real-linear splitting `V` of a degeneracy, covariant under orthogonal operations
`ρ g` on momentum space and unitary matrices `D g` on the degenerate states, where no nonzero
momentum is fixed by all operations. -/
structure CovariantSplitting (ρ : S → E ≃ₗᵢ[ℝ] E) (D : S → Matrix m m ℂ)
    (V : E →ₗ[ℝ] Matrix m m ℂ) : Prop where
  hermitian : ∀ q, (V q).IsHermitian
  unitary : ∀ g, (D g)ᴴ * D g = 1
  covariant : ∀ g q, V (ρ g q) = D g * V q * (D g)ᴴ
  no_fixed : ∀ w, (∀ g, ρ g w = w) → w = 0

/-- On a finite-dimensional momentum space, a linear functional invariant under orthogonal
operations without a common nonzero fixed vector vanishes. -/
theorem invariant_functional_eq_zero [FiniteDimensional ℝ E] (ρ : S → E ≃ₗᵢ[ℝ] E)
    (hρ : ∀ w, (∀ g, ρ g w = w) → w = 0) (f : E →ₗ[ℝ] ℝ)
    (hf : ∀ g q, f (ρ g q) = f q) : f = 0 := by
  have : CompleteSpace E := FiniteDimensional.complete ℝ E
  -- the functional is the inner product with some vector `w`
  obtain ⟨w, hw⟩ : ∃ w : E, ∀ q, inner ℝ w q = f q :=
    ⟨(InnerProductSpace.toDual ℝ E).symm (LinearMap.toContinuousLinearMap f),
      fun q => by simp⟩
  -- invariance of the functional makes `w` a fixed vector
  have hfix : ∀ g, ρ g w = w := by
    intro g
    have h1 : inner ℝ w (ρ g w) = ‖w‖ ^ 2 := by
      rw [hw, hf, ← hw, real_inner_self_eq_norm_sq]
    have h2 : ‖w - ρ g w‖ ^ 2 = 0 := by
      rw [norm_sub_sq_real, h1, (ρ g).norm_map]
      ring
    have h3 : w - ρ g w = 0 := norm_eq_zero.mp (pow_eq_zero_iff two_ne_zero |>.mp h2)
    exact (sub_eq_zero.mp h3).symm
  refine LinearMap.ext fun q => ?_
  rw [← hw, hρ w hfix, inner_zero_left]
  rfl

/-- A covariant linear splitting on a finite-dimensional momentum space is traceless. -/
theorem trace_eq_zero [FiniteDimensional ℝ E] {ρ : S → E ≃ₗᵢ[ℝ] E} {D : S → Matrix m m ℂ}
    {V : E →ₗ[ℝ] Matrix m m ℂ} (h : CovariantSplitting ρ D V) (q : E) :
    (V q).trace = 0 := by
  have hinv : ∀ g p, (V (ρ g p)).trace = (V p).trace := by
    intro g p
    rw [h.covariant, Matrix.trace_mul_cycle, h.unitary, one_mul]
  have hre := invariant_functional_eq_zero ρ h.no_fixed
    (Complex.reCLM.toLinearMap ∘ₗ Matrix.traceLinearMap m ℝ ℂ ∘ₗ V)
    (fun g p => congrArg Complex.re (hinv g p))
  have him := invariant_functional_eq_zero ρ h.no_fixed
    (Complex.imCLM.toLinearMap ∘ₗ Matrix.traceLinearMap m ℝ ℂ ∘ₗ V)
    (fun g p => congrArg Complex.im (hinv g p))
  exact Complex.ext (LinearMap.congr_fun hre q) (LinearMap.congr_fun him q)

/-- If a Hermitian matrix has a state in which the expectation value of `A - c` is negative,
then it has a level below `c`. -/
theorem exists_level_lt {A : Matrix m m ℂ} (hA : A.IsHermitian) {c : ℝ} {x : m → ℂ}
    (hx : expect (A - (c : ℂ) • (1 : Matrix m m ℂ)) x < 0) : ∃ e < c, IsLevel A e := by
  have hB : (A - (c : ℂ) • (1 : Matrix m m ℂ)).IsHermitian :=
    hA.sub (by simp [Matrix.IsHermitian, Matrix.conjTranspose_smul])
  by_contra hno
  -- otherwise all eigenvalues of `A - c` are nonnegative
  have hpos := hB.posSemidef_iff_eigenvalues_nonneg.mpr (fun i => by
    by_contra hi
    have hneg : hB.eigenvalues i < 0 := not_le.mp hi
    refine hno ⟨hB.eigenvalues i + c, by linarith, (hB.eigenvectorBasis i).ofLp, ?_, ?_⟩
    · intro h0
      exact hB.eigenvectorBasis.orthonormal.ne_zero i (by ext j; exact congrFun h0 j)
    · have h := hB.mulVec_eigenvectorBasis i
      rw [Matrix.sub_mulVec, Matrix.smul_mulVec, Matrix.one_mulVec] at h
      ext j
      have hj := congrFun h j
      simp only [Pi.sub_apply, Pi.smul_apply, smul_eq_mul, Complex.real_smul] at hj ⊢
      push_cast
      linear_combination hj)
  exact absurd hx (not_lt_of_ge (Complex.le_def.mp (hpos.dotProduct_mulVec_nonneg x)).1)

/-- If a Hermitian matrix has a state in which the expectation value of `A - c` is positive,
then it has a level above `c`. -/
theorem exists_level_gt {A : Matrix m m ℂ} (hA : A.IsHermitian) {c : ℝ} {x : m → ℂ}
    (hx : 0 < expect (A - (c : ℂ) • (1 : Matrix m m ℂ)) x) : ∃ e > c, IsLevel A e := by
  have hflip : -A - ((-c : ℝ) : ℂ) • (1 : Matrix m m ℂ)
      = -(A - (c : ℂ) • (1 : Matrix m m ℂ)) := by
    push_cast
    module
  obtain ⟨e, he, v, hv, h⟩ := exists_level_lt hA.neg (c := -c) (x := x) (by
    rw [hflip]
    unfold expect at hx ⊢
    rw [Matrix.neg_mulVec, dotProduct_neg, Complex.neg_re]
    linarith)
  refine ⟨-e, by linarith, v, hv, ?_⟩
  rw [Matrix.neg_mulVec] at h
  rw [Complex.ofReal_neg, neg_smul, ← h, neg_neg]

omit [DecidableEq m] in
/-- A nonzero traceless Hermitian matrix has a state with negative expectation value. -/
theorem exists_expect_neg {A : Matrix m m ℂ} (hA : A.IsHermitian) (ht : A.trace = 0)
    (h0 : A ≠ 0) : ∃ x, expect A x < 0 := by
  by_contra hno
  have hpos : A.PosSemidef := Matrix.PosSemidef.of_dotProduct_mulVec_nonneg hA (fun x =>
    Complex.le_def.mpr ⟨not_lt.mp (fun hx => hno ⟨x, hx⟩),
      (hA.im_star_dotProduct_mulVec_self x).symm⟩)
  exact h0 (hpos.trace_eq_zero_iff.mp ht)

omit [DecidableEq m] in
/-- A nonzero traceless Hermitian matrix has a state with positive expectation value. -/
theorem exists_expect_pos {A : Matrix m m ℂ} (hA : A.IsHermitian) (ht : A.trace = 0)
    (h0 : A ≠ 0) : ∃ x, 0 < expect A x := by
  obtain ⟨x, hx⟩ := exists_expect_neg hA.neg (by rw [Matrix.trace_neg, ht, neg_zero])
    (neg_ne_zero.mpr h0)
  refine ⟨x, ?_⟩
  unfold expect at hx ⊢
  rw [Matrix.neg_mulVec, dotProduct_neg, Complex.neg_re] at hx
  linarith

/-- On a finite-dimensional momentum space, wherever a covariant linear splitting is nonzero
it has both a negative and a positive level. -/
theorem levels_of_both_signs [FiniteDimensional ℝ E] {ρ : S → E ≃ₗᵢ[ℝ] E}
    {D : S → Matrix m m ℂ} {V : E →ₗ[ℝ] Matrix m m ℂ} (h : CovariantSplitting ρ D V)
    {q : E} (hq : V q ≠ 0) :
    (∃ e < 0, IsLevel (V q) e) ∧ (∃ e > 0, IsLevel (V q) e) := by
  obtain ⟨x, hx⟩ := exists_expect_neg (h.hermitian q) (trace_eq_zero h q) hq
  obtain ⟨y, hy⟩ := exists_expect_pos (h.hermitian q) (trace_eq_zero h q) hq
  exact ⟨exists_level_lt (h.hermitian q) (x := x) (by simpa using hx),
    exists_level_gt (h.hermitian q) (x := y) (by simpa using hy)⟩

/-- Let a Hermitian Hamiltonian `H` leave the degenerate energy `E₀` along `q` with first-order
term `V q ≠ 0`, where `V` is a covariant splitting on a finite-dimensional momentum space.
Then at all small `t > 0`, `H (t q)` has levels both below and above `E₀`. -/
theorem not_band_edge [FiniteDimensional ℝ E] {ρ : S → E ≃ₗᵢ[ℝ] E}
    {D : S → Matrix m m ℂ} {V : E →ₗ[ℝ] Matrix m m ℂ} (h : CovariantSplitting ρ D V)
    {H : E → Matrix m m ℂ} (hH : ∀ k, (H k).IsHermitian) {E₀ : ℝ} {q : E} (hq : V q ≠ 0)
    (hlim : Tendsto (fun t : ℝ => t⁻¹ • (H (t • q) - (E₀ : ℂ) • (1 : Matrix m m ℂ)))
      (𝓝[>] 0) (𝓝 (V q))) :
    ∀ᶠ t : ℝ in 𝓝[>] 0,
      (∃ e < E₀, IsLevel (H (t • q)) e) ∧ (∃ e > E₀, IsLevel (H (t • q)) e) := by
  obtain ⟨x, hx⟩ := exists_expect_neg (h.hermitian q) (trace_eq_zero h q) hq
  obtain ⟨y, hy⟩ := exists_expect_pos (h.hermitian q) (trace_eq_zero h q) hq
  have hscale : ∀ (r : ℝ) (B : Matrix m m ℂ) (z : m → ℂ),
      expect (r • B) z = r * expect B z := by
    intro r B z
    simp [expect, Matrix.smul_mulVec, dotProduct_smul]
  -- expectation values depend continuously on the matrix
  have hcont : ∀ z : m → ℂ, Continuous fun A : Matrix m m ℂ => expect A z := by
    intro z
    change Continuous fun A : Matrix m m ℂ => (∑ i, star (z i) * ∑ j, A i j * z j).re
    exact Complex.continuous_re.comp (continuous_finsetSum _ fun i _ =>
      continuous_const.mul (continuous_finsetSum _ fun j _ =>
        (continuous_id.matrix_elem i j).mul continuous_const))
  have e1 := (((hcont x).tendsto (V q)).comp hlim).eventually_lt_const hx
  have e2 := (((hcont y).tendsto (V q)).comp hlim).eventually_const_lt hy
  filter_upwards [e1, e2, self_mem_nhdsWithin] with t h1 h2 ht
  have hti : 0 < t⁻¹ := inv_pos.mpr ht
  simp only [Function.comp_apply, hscale] at h1 h2
  constructor
  · refine exists_level_lt (hH _) (x := x) ?_
    by_contra hc
    have := mul_nonneg hti.le (not_lt.mp hc)
    linarith
  · exact exists_level_gt (hH _) (x := y) ((mul_pos_iff_of_pos_left hti).mp h2)

/-- The planar Dirac splitting `q₀ σx + q₁ σy`. -/
def dirac : EuclideanSpace ℝ (Fin 2) →ₗ[ℝ] Matrix (Fin 2) (Fin 2) ℂ where
  toFun q := !![0, (q 0 : ℂ) - Complex.I * (q 1 : ℂ); (q 0 : ℂ) + Complex.I * (q 1 : ℂ), 0]
  map_add' p q := by
    ext i j
    fin_cases i <;> fin_cases j <;> simp <;> ring
  map_smul' r q := by
    ext i j
    fin_cases i <;> fin_cases j <;> simp <;> ring

/-- The planar Dirac splitting is covariant under the twofold rotation `q ↦ -q`, represented
by `σz`, and it is nonzero at `q = (1, 0)`. -/
theorem dirac_witness :
    CovariantSplitting (fun _ : Unit => LinearIsometryEquiv.neg ℝ)
      (fun _ => !![1, 0; 0, -1]) dirac ∧ dirac !₂[1, 0] ≠ 0 := by
  refine ⟨⟨fun q => ?_, fun _ => ?_, fun _ q => ?_, fun w hw => ?_⟩, fun h => ?_⟩
  · ext i j
    fin_cases i <;> fin_cases j <;> simp [dirac, sub_eq_add_neg]
  · ext i j
    fin_cases i <;> fin_cases j <;> simp [Matrix.mul_apply, Fin.sum_univ_succ]
  · change dirac (-q) = _
    rw [map_neg]
    ext i j
    fin_cases i <;> fin_cases j <;> simp [dirac, Matrix.mul_apply, Fin.sum_univ_succ]
  · have h1 : -w = w := hw ()
    ext i
    have h2 : -(w i) = w i := congrArg (fun v : EuclideanSpace ℝ (Fin 2) => v i) h1
    change w i = 0
    linarith
  · have h1 := congrFun (congrFun h 0) 1
    simp [dirac] at h1

end

end LinearBandSplitting
```

```lean
#print axioms LinearBandSplitting.levels_of_both_signs
#print axioms LinearBandSplitting.not_band_edge
```

```
'LinearBandSplitting.levels_of_both_signs' depends on axioms: [propext, Classical.choice, Quot.sound]
'LinearBandSplitting.not_band_edge' depends on axioms: [propext, Classical.choice, Quot.sound]
```

## What the Lean hypotheses say about the bands

`IsLevel A e` says that the real number `e` is an eigenvalue of `A` with a nonzero eigenvector. `expect A x` is the real part of $x^\dagger Ax$, without normalisation.

In `CovariantSplitting ρ D V`, the type `S` labels the operations, which may be a whole group or only its generators. The type `E` is momentum space, and `m` indexes the degenerate states. The four fields state that `V q` is Hermitian, that `D g` is unitary, the covariance law, and the absence of a common nonzero fixed vector. `D` need not be a homomorphism, so double-group matrices are allowed. Antiunitary operations such as time reversal do not fit the covariance field; the unitary operations must satisfy `no_fixed` by themselves.

That condition matters. If a nonzero $w$ is fixed by all operations, the tilt $V(q)=\langle w,q\rangle\mathbb 1$ meets the other three conditions, yet for $m\ge1$ its only level at $q=w$ is $\|w\|^2>0$.

In `not_band_edge`, `𝓝[>] 0` is the approach $t\to0^+$, and `∀ᶠ` means "for all sufficiently small $t>0$". The matrix `H k` has the same size as `V q`, and the limit forces all its levels along the ray to tend to $E_0$. It is thus an effective Hamiltonian for the degenerate multiplet; a Bloch Hamiltonian with further bands must first be reduced to one. Covariance is required of `V` only, and the limit is assumed, not derived from a crystal potential.

The theorem treats one direction `q` at a time and says nothing where `V q = 0`. It gives at least one level on each side, but no splitting size, no range of $t$ and no bound on rounding errors in a diagonalisation.

## How the lemmas fit together

`invariant_functional_eq_zero` obtains $w$ from `InnerProductSpace.toDual` and proves $\|w-\rho_gw\|^2=0$ with `norm_sub_sq_real`. `trace_eq_zero` gets invariance from `Matrix.trace_mul_cycle` and unitarity, then applies the first lemma to the real and imaginary parts.

`exists_expect_neg` argues by contradiction: without a negative expectation value the matrix is positive semidefinite, and `trace_eq_zero_iff` makes it zero. `exists_level_lt` also argues by contradiction. A negative eigenvalue of $A-c$, shifted by $c$, would be a level of $A$ below $c$; if there is none, $A-c$ is positive semidefinite, against the assumed negative expectation value. `exists_expect_pos` and `exists_level_gt` apply these two lemmas to $-A$.

`levels_of_both_signs` combines them at $c=0$. In `not_band_edge`, `hcont` supplies continuity and `hscale` takes the factor $1/t$ out of the expectation value. `filter_upwards` then selects those $t>0$ at which both strict inequalities hold.

`dirac_witness` verifies all four conditions for the planar Dirac splitting under the twofold rotation $q\mapsto-q$, represented by $\sigma_z$, and shows that `dirac` is nonzero at $(1,0)$. The theorems therefore apply to an actual linear crossing.
